# The quaternionic Cauchy–Schwarz inequality for an antiunitary \(T\) with \(T^2=-1\)

## Definitions and conventions

Let \(E\) be a complex inner-product space of any dimension. The inner product \(\langle x,y\rangle\) is conjugate-linear in \(x\) and linear in \(y\), and \(\|x\|^2=\langle x,x\rangle\). Vectors are not assumed to be normalised.

A *Kramers reversal* is a conjugate-linear map \(T\) on \(E\) with
\[
\langle Tx,Ty\rangle=\langle y,x\rangle,\qquad T(Tx)=-x .
\]
The first condition is antiunitarity. The second is what time reversal satisfies for a system of half-integer total spin, such as an odd number of electrons.

The *doublet* of \(x\) is the complex span of \(x\) and \(Tx\). In textbooks a Kramers doublet is usually a degenerate energy level; here the word refers only to the span, and no Hamiltonian is involved. The *doublet overlap* is the real number
\[
D(x,y)=|\langle x,y\rangle|^2+|\langle Tx,y\rangle|^2 ,
\]
a sum of squared moduli and not an amplitude.

## When two spinors belong to the same doublet

An energy eigenstate and its time-reversed partner are degenerate whenever the Hamiltonian commutes with \(T\), so any nonzero combination of the two serves equally well as an eigenstate. The single overlap \(|\langle x,y\rangle|^2\) can then miss that \(x\) and \(y\) describe the same level: it vanishes for \(y=Tx\). The quantity to examine is the total weight of \(y\) on \(x\) and \(Tx\) together. The questions are how large it can be, and what it means when it reaches its maximum.

## The inequality and its equality case

For all \(x,y\in E\),
\[
D(x,y)\le\|x\|^2\|y\|^2 .
\]
If \(x\neq0\), equality holds exactly when \(y\) lies in the doublet of \(x\). If \(x\) and \(y\) are both nonzero, equality holds exactly when their doublets are the same subspace. For unit vectors the bound is 1.

The name comes from the fact that \(i\), \(T\) and \(iT\) each square to \(-1\) and anticommute in pairs, so that they act on \(E\) as quaternion units. The numbers \(\langle x,y\rangle\) and \(\langle Tx,y\rangle\) are, up to convention, the two complex components of a quaternion-valued inner product. The result is stated and proved here in these complex components, without constructing that product.

Antiunitarity alone does not give the bound. If \(T\) is complex conjugation on \(\mathbb C\) and \(x=y=1\), the left side is 2 and the right side is 1.

## Derivation from the orthogonal residual

**A state is orthogonal to its partner.** Apply antiunitarity to the pair \(x,\,Tx\):
\[
\langle Tx,T(Tx)\rangle=\langle Tx,x\rangle .
\]
The left side is \(-\langle Tx,x\rangle\), so \(\langle Tx,x\rangle=0\). Antiunitarity also gives \(\|Tx\|=\|x\|\).

**The residual.** Write \(n=\|x\|^2\), \(a=\langle x,y\rangle\), \(b=\langle Tx,y\rangle\), and
\[
r=n\,y-a\,x-b\,Tx .
\]
Then
\[
\langle x,r\rangle=na-an-0=0,\qquad \langle Tx,r\rangle=nb-0-bn=0 .
\]
Expanding the left slot of \(\langle r,r\rangle\) therefore leaves only the term with \(y\):
\[
\|r\|^2=n\langle y,r\rangle=n\left(n\|y\|^2-a\langle y,x\rangle-b\langle y,Tx\rangle\right)=n\left(n\|y\|^2-D(x,y)\right).
\]

**The inequality.** If \(x=0\), both sides of the claim vanish. Otherwise \(n>0\), and \(\|r\|^2\ge0\) gives \(D(x,y)\le n\|y\|^2\).

**Equality for \(x\ne0\).** If \(D(x,y)=n\|y\|^2\), then \(r=0\), so \(y=(a\,x+b\,Tx)/n\) lies in the doublet. Conversely, let \(y=c\,x+d\,Tx\). Then \(a=cn\) and \(b=dn\), hence \(r=0\), and since \(n>0\) the identity for \(\|r\|^2\) gives equality.

**Equality of subspaces.** Antiunitarity applied to \(x,\,Ty\) gives \(-\langle Tx,y\rangle=\langle Ty,x\rangle\), so \(D(y,x)=D(x,y)\). Moreover, if \(y=c\,x+d\,Tx\), then
\[
Ty=\bar c\,Tx+\bar d\,T(Tx)=-\bar d\,x+\bar c\,Tx ,
\]
so the doublet of \(x\) contains that of \(y\). For nonzero \(x\) and \(y\), equality in the bound puts each vector in the doublet of the other, and the two doublets coincide. Conversely, if they coincide, \(y\) lies in the doublet of \(x\) and equality holds.

**Spin-1/2 time reversal.** Let a spinor have amplitudes \((u_i,d_i)\) in orbital \(i\), and set \(T(u_i,d_i)=(-\bar d_i,\bar u_i)\). For a second spinor \((u'_i,d'_i)\), the inner product of the reversed spinors is
\[
\sum_i\left(d_i\bar d'_i+u_i\bar u'_i\right),
\]
which is the original inner product with its arguments exchanged. Applying the map twice gives \((-u_i,-d_i)\). Both conditions hold.

## Following a doublet through a self-consistent calculation

In a two-component calculation with a finite orthonormal set of real orbitals, the result bounds the weight of a single-particle spinor from one iteration on a doublet from the previous one. With the amplitudes above,
\[
\langle x,y\rangle=\sum_i(\bar u_iu'_i+\bar d_id'_i),\qquad
\langle Tx,y\rangle=\sum_i(u_id'_i-d_iu'_i).
\]
Take two orbitals, let \(x\) be spin-up in the first, and let \(y\) have amplitudes \((1/2,\,i/2)\) in the first and \((1/\sqrt2,\,0)\) in the second. Both are unit vectors. The single overlap is \(|\langle x,y\rangle|^2=1/4\), while \(D(x,y)=1/2\). Half of \(y\) lies in the old doublet and half outside it. If the effective one-particle Hamiltonian commutes with \(T\), a level that is exactly twofold degenerate is a doublet. A diagonaliser may return any orthonormal pair within it; the single overlap can change with that choice, and \(D\) does not.

The same subtraction works for several doublets. If nonzero \(x_1,\dots,x_m\) have mutually orthogonal doublets, removing the components of \(y\) along all of them gives
\[
\sum_{k=1}^m\frac{D(x_k,y)}{\|x_k\|^2}\le\|y\|^2 ,
\]
a Bessel inequality for doublets. The Lean theorems treat a single \(x\).

## The statement in Lean

The space `E` is a complex inner-product space, with neither completeness nor finite dimension assumed. The type `E →ₛₗ[starRingEnd ℂ] E` is that of conjugate-linear maps defined on all of `E`. The predicate `IsKramersReversal T` contains the two conditions on \(T\) as `inner_map` and `map_map`. Surjectivity, often part of the definition of antiunitary, follows from the second, since \(T(-Tx)=x\).

`doublet T x` is the span as a complex subspace, and `doubletOverlap T x y` is \(D(x,y)\). The three main theorems read as follows.

- `quaternionic_cauchy_schwarz` is the inequality for all `x` and `y`, zero vectors included.
- `equality_iff_mem_doublet` assumes `x ≠ 0`. For \(x=0\) and \(y\ne0\) both sides of the bound are zero, yet \(y\) is not in the zero subspace.
- `equality_iff_doublet_eq` assumes that both vectors are nonzero and compares the two subspaces.

`spinReversal ι` acts on amplitudes indexed by `ι × Fin 2`, where `ι` is a finite set of orbitals and the spin index is 0 for up and 1 for down. Conjugating amplitudes represents physical time reversal when the spatial orbitals are real. The theorem `spinReversal_witness` shows that this map satisfies the hypotheses.

The step from here to a spectrum is the identification of a doublet with an energy level. It requires \(x\) to be an eigenstate of a Hamiltonian that commutes with \(T\), with no degeneracy beyond the twofold one.

```lean
import Mathlib

open scoped InnerProductSpace ComplexConjugate

namespace QuaternionicCauchySchwarz

noncomputable section

variable {E : Type*} [NormedAddCommGroup E] [InnerProductSpace ℂ E]

/-- A conjugate-linear map `T` is a Kramers time reversal if it is antiunitary,
`⟨Tx, Ty⟩ = ⟨y, x⟩`, and squares to `-1`. -/
structure IsKramersReversal (T : E →ₛₗ[starRingEnd ℂ] E) : Prop where
  inner_map : ∀ x y, ⟪T x, T y⟫_ℂ = ⟪y, x⟫_ℂ
  map_map : ∀ x, T (T x) = -x

/-- The complex span of a state `x` and its time-reversed partner `Tx`. -/
abbrev doublet (T : E →ₛₗ[starRingEnd ℂ] E) (x : E) : Submodule ℂ E :=
  Submodule.span ℂ {x, T x}

/-- The total squared overlap of `y` with `x` and with its partner `Tx`:
`|⟨x, y⟩|² + |⟨Tx, y⟩|²`. -/
def doubletOverlap (T : E →ₛₗ[starRingEnd ℂ] E) (x y : E) : ℝ :=
  ‖⟪x, y⟫_ℂ‖ ^ 2 + ‖⟪T x, y⟫_ℂ‖ ^ 2

variable {T : E →ₛₗ[starRingEnd ℂ] E}

/-- For a Kramers time reversal, every state is orthogonal to its time-reversed partner. -/
theorem inner_partner_self (hT : IsKramersReversal T) (x : E) : ⟪T x, x⟫_ℂ = 0 := by
  have h := hT.inner_map x (T x)
  rw [hT.map_map, inner_neg_right] at h
  linear_combination (-1 / 2 : ℂ) * h

/-- For a Kramers time reversal, the doublet overlap is symmetric in the two states. -/
theorem doubletOverlap_symm (hT : IsKramersReversal T) (x y : E) :
    doubletOverlap T y x = doubletOverlap T x y := by
  have h : ⟪T y, x⟫_ℂ = -⟪T x, y⟫_ℂ := by
    rw [← hT.inner_map x (T y), hT.map_map, inner_neg_right]
  rw [doubletOverlap, doubletOverlap, h, norm_neg, norm_inner_symm y x]

/-- For a Kramers time reversal, the part of `‖x‖² y` left after removing its components
along `x` and `Tx` has squared norm `‖x‖² (‖x‖² ‖y‖² - |⟨x, y⟩|² - |⟨Tx, y⟩|²)`. -/
theorem residual_norm_sq (hT : IsKramersReversal T) (x y : E) :
    ‖((‖x‖ ^ 2 : ℝ) : ℂ) • y - ⟪x, y⟫_ℂ • x - ⟪T x, y⟫_ℂ • T x‖ ^ 2
      = ‖x‖ ^ 2 * (‖x‖ ^ 2 * ‖y‖ ^ 2 - doubletOverlap T x y) := by
  have key : ∀ z : E, ⟪z, z⟫_ℂ = ((‖z‖ ^ 2 : ℝ) : ℂ) := by
    intro z
    push_cast
    exact inner_self_eq_norm_sq_to_K z
  have hc : ∀ u v : E, ⟪u, v⟫_ℂ * ⟪v, u⟫_ℂ = ((‖⟪u, v⟫_ℂ‖ ^ 2 : ℝ) : ℂ) := by
    intro u v
    rw [← inner_conj_symm v u, Complex.mul_conj, Complex.normSq_eq_norm_sq]
  have h1 := inner_partner_self hT x
  have h2 : ⟪x, T x⟫_ℂ = 0 := by rw [← inner_conj_symm, h1, map_zero]
  obtain ⟨r, hr⟩ : ∃ r, r = ((‖x‖ ^ 2 : ℝ) : ℂ) • y - ⟪x, y⟫_ℂ • x - ⟪T x, y⟫_ℂ • T x :=
    ⟨_, rfl⟩
  rw [← hr]
  -- the residual is orthogonal to both members of the doublet
  have o1 : ⟪x, r⟫_ℂ = 0 := by
    rw [hr, inner_sub_right, inner_sub_right, inner_smul_right, inner_smul_right,
      inner_smul_right, h2, key x]
    ring
  have o2 : ⟪T x, r⟫_ℂ = 0 := by
    rw [hr, inner_sub_right, inner_sub_right, inner_smul_right, inner_smul_right,
      inner_smul_right, h1, hT.inner_map x x, key x]
    ring
  -- hence only its overlap with `y` contributes to its norm
  have o3 : ⟪r, r⟫_ℂ
      = ⟪((‖x‖ ^ 2 : ℝ) : ℂ) • y - ⟪x, y⟫_ℂ • x - ⟪T x, y⟫_ℂ • T x, r⟫_ℂ := by
    rw [← hr]
  rw [inner_sub_left, inner_sub_left, inner_smul_left, inner_smul_left, inner_smul_left,
    o1, o2, Complex.conj_ofReal] at o3
  have o4 : ⟪y, r⟫_ℂ = ((‖x‖ ^ 2 : ℝ) : ℂ) * ⟪y, y⟫_ℂ - ⟪x, y⟫_ℂ * ⟪y, x⟫_ℂ
      - ⟪T x, y⟫_ℂ * ⟪y, T x⟫_ℂ := by
    rw [hr, inner_sub_right, inner_sub_right, inner_smul_right, inner_smul_right,
      inner_smul_right]
  apply Complex.ofReal_injective
  rw [← key r, o3, o4, hc x y, hc (T x) y, key y, doubletOverlap]
  push_cast
  ring

/-- Quaternionic Cauchy-Schwarz inequality: for antiunitary `T` with `T² = -1`,
`|⟨x, y⟩|² + |⟨Tx, y⟩|² ≤ ‖x‖² ‖y‖²`. -/
theorem quaternionic_cauchy_schwarz (hT : IsKramersReversal T) (x y : E) :
    doubletOverlap T x y ≤ ‖x‖ ^ 2 * ‖y‖ ^ 2 := by
  by_cases hx : x = 0
  · simp [doubletOverlap, hx]
  · have hp : 0 < ‖x‖ ^ 2 := pow_pos (norm_pos_iff.2 hx) 2
    have h0 : 0 ≤ ‖x‖ ^ 2 * (‖x‖ ^ 2 * ‖y‖ ^ 2 - doubletOverlap T x y) := by
      rw [← residual_norm_sq hT x y]
      exact sq_nonneg _
    by_contra h
    have h' := mul_pos hp (sub_pos.2 (not_le.1 h))
    nlinarith

/-- Equality case: for antiunitary `T` with `T² = -1` and nonzero `x`, the quaternionic
Cauchy-Schwarz inequality is an equality iff `y` lies in the complex span of `x` and `Tx`. -/
theorem equality_iff_mem_doublet (hT : IsKramersReversal T) {x : E} (hx : x ≠ 0) (y : E) :
    doubletOverlap T x y = ‖x‖ ^ 2 * ‖y‖ ^ 2 ↔ y ∈ doublet T x := by
  have hp : 0 < ‖x‖ ^ 2 := pow_pos (norm_pos_iff.2 hx) 2
  have hres := residual_norm_sq hT x y
  constructor
  · intro h
    -- equality forces the residual to vanish
    rw [h, sub_self, mul_zero] at hres
    have hr := norm_eq_zero.1 ((pow_eq_zero_iff two_ne_zero).1 hres)
    rw [sub_sub, sub_eq_zero] at hr
    have hn : ((‖x‖ ^ 2 : ℝ) : ℂ) ≠ 0 := Complex.ofReal_ne_zero.2 hp.ne'
    exact (Submodule.smul_mem_iff _ hn).1 (Submodule.mem_span_pair.2 ⟨_, _, hr.symm⟩)
  · intro h
    obtain ⟨c, d, hy⟩ := Submodule.mem_span_pair.1 h
    have key : ⟪x, x⟫_ℂ = ((‖x‖ ^ 2 : ℝ) : ℂ) := by
      push_cast
      exact inner_self_eq_norm_sq_to_K x
    have h1 := inner_partner_self hT x
    have h2 : ⟪x, T x⟫_ℂ = 0 := by rw [← inner_conj_symm, h1, map_zero]
    have ha : ⟪x, y⟫_ℂ = c * ((‖x‖ ^ 2 : ℝ) : ℂ) := by
      rw [← hy, inner_add_right, inner_smul_right, inner_smul_right, h2, key]
      ring
    have hb : ⟪T x, y⟫_ℂ = d * ((‖x‖ ^ 2 : ℝ) : ℂ) := by
      rw [← hy, inner_add_right, inner_smul_right, inner_smul_right, h1,
        hT.inner_map x x, key]
      ring
    -- a member of the doublet leaves no residual
    have hz : ((‖x‖ ^ 2 : ℝ) : ℂ) • y - ⟪x, y⟫_ℂ • x - ⟪T x, y⟫_ℂ • T x = 0 := by
      rw [ha, hb, ← hy]
      module
    have h0 : ‖x‖ ^ 2 * (‖x‖ ^ 2 * ‖y‖ ^ 2 - doubletOverlap T x y) = 0 := by
      rw [← hres, hz]
      simp
    have h3 := (mul_eq_zero.1 h0).resolve_left hp.ne'
    linarith

/-- For a Kramers time reversal, the doublet of `x` contains the whole doublet of each
of its members. -/
theorem doublet_le (hT : IsKramersReversal T) {x y : E} (h : y ∈ doublet T x) :
    doublet T y ≤ doublet T x := by
  refine Submodule.span_le.2 (Set.insert_subset h (Set.singleton_subset_iff.2 ?_))
  obtain ⟨c, d, hy⟩ := Submodule.mem_span_pair.1 h
  refine Submodule.mem_span_pair.2 ⟨-conj d, conj c, ?_⟩
  rw [← hy, map_add, map_smulₛₗ, map_smulₛₗ, hT.map_map]
  module

/-- For a Kramers time reversal and nonzero `x` and `y`, the quaternionic Cauchy-Schwarz
inequality is an equality iff the two states span the same doublet. -/
theorem equality_iff_doublet_eq (hT : IsKramersReversal T) {x y : E}
    (hx : x ≠ 0) (hy : y ≠ 0) :
    doubletOverlap T x y = ‖x‖ ^ 2 * ‖y‖ ^ 2 ↔ doublet T x = doublet T y := by
  constructor
  · intro h
    -- the equality is symmetric, so each state lies in the doublet of the other
    have h' : doubletOverlap T y x = ‖y‖ ^ 2 * ‖x‖ ^ 2 := by
      rw [doubletOverlap_symm hT, h, mul_comm]
    exact le_antisymm (doublet_le hT ((equality_iff_mem_doublet hT hy x).1 h'))
      (doublet_le hT ((equality_iff_mem_doublet hT hx y).1 h))
  · intro h
    refine (equality_iff_mem_doublet hT hx y).2 ?_
    rw [h]
    exact Submodule.subset_span (Set.mem_insert _ _)

/-- Spin-1/2 time reversal on a finite set `ι` of orbitals: in each orbital the amplitudes
`(up, down)` become `(-conj down, conj up)`. -/
def spinReversal (ι : Type*) [Fintype ι] :
    EuclideanSpace ℂ (ι × Fin 2) →ₛₗ[starRingEnd ℂ] EuclideanSpace ℂ (ι × Fin 2) where
  toFun v := WithLp.toLp 2 fun p =>
    if p.2 = 0 then -conj (v.ofLp (p.1, 1)) else conj (v.ofLp (p.1, 0))
  map_add' v w := by
    ext ⟨i, s⟩
    fin_cases s <;> simp [add_comm]
  map_smul' c v := by
    ext ⟨i, s⟩
    fin_cases s <;> simp

/-- Spin-1/2 time reversal on any finite set of orbitals is antiunitary and squares
to `-1`. -/
theorem spinReversal_witness (ι : Type*) [Fintype ι] :
    IsKramersReversal (spinReversal ι) where
  inner_map v w := by
    simp only [PiLp.inner_apply, Fintype.sum_prod_type, Fin.sum_univ_two]
    refine Finset.sum_congr rfl fun i _ => ?_
    simp [spinReversal]
    ring
  map_map v := by
    ext ⟨i, s⟩
    fin_cases s <;> simp [spinReversal]

end

end QuaternionicCauchySchwarz
```

```lean
#print axioms QuaternionicCauchySchwarz.quaternionic_cauchy_schwarz
-- 'QuaternionicCauchySchwarz.quaternionic_cauchy_schwarz' depends on axioms: [propext, Classical.choice, Quot.sound]
#print axioms QuaternionicCauchySchwarz.equality_iff_doublet_eq
-- 'QuaternionicCauchySchwarz.equality_iff_doublet_eq' depends on axioms: [propext, Classical.choice, Quot.sound]
```

## From the residual identity to the theorems

`inner_partner_self` specialises antiunitarity to `x` and `T x`, which yields \(-\langle Tx,x\rangle=\langle Tx,x\rangle\), and `linear_combination` solves this for zero. `doubletOverlap_symm` obtains the sign relation between \(\langle Ty,x\rangle\) and \(\langle Tx,y\rangle\) in the same way; the sign disappears in the modulus.

`residual_norm_sq` carries the main computation. It names the residual `r` as a separate variable, so that one slot of \(\langle r,r\rangle\) can be expanded while the other stays intact. The facts `o1` and `o2` are the two orthogonality relations, `o3` is the expansion of the left slot, and `o4` evaluates \(\langle y,r\rangle\). The calculation takes place in the complex numbers, and `Complex.ofReal_injective` brings the identity back to the reals.

`quaternionic_cauchy_schwarz` separates the case `x = 0`. In the other case it supposes the inequality false, which would make the right side of the residual identity negative, against the positivity of a square.

In `equality_iff_mem_doublet`, the forward direction obtains \(r=0\), which puts \(\|x\|^2y\) in the span. `Submodule.smul_mem_iff` then removes the nonzero factor, where the derivation above divides by \(n\). The reverse direction takes coefficients `c` and `d`, computes the two inner products as `ha` and `hb`, and lets `module` confirm that the residual vanishes.

`doublet_le` supplies the coefficients `-conj d` and `conj c` of \(Ty\) found above. `equality_iff_doublet_eq` uses symmetry to apply the membership theorem in both directions, and `le_antisymm` joins the two inclusions into an equality of subspaces.

For the spinor example, `spinReversal_witness` splits the inner product into a sum over orbitals and the two spin components, and compares the terms orbital by orbital. The square of the map is checked separately for each spin component.
